# Central finite-difference weights for the second derivative tend to the sinc values as the stencil widens

On a uniform grid, the kinetic energy of a particle can be built from a finite-difference stencil of $2N+1$ points, or from sinc functions, which couple every grid point to every other. The Lean file below settles whether the first description turns into the second, weight by weight, as $N$ grows.

```lean
import Mathlib

open Filter Topology
open scoped Nat Real

namespace FiniteDifferenceToSinc

noncomputable section

/-- The factorial ratio `(N!)² / ((N-j)! (N+j)!)` for `j ≤ N`, and zero outside the stencil. -/
def taper (N j : ℕ) : ℝ :=
  if j ≤ N then (N ! : ℝ) ^ 2 / (((N - j)! : ℝ) * ((N + j)! : ℝ)) else 0

/-- Weight of the points at distance `j` in the central second-derivative stencil
with `2N+1` points and unit spacing. -/
def weight (N j : ℕ) : ℝ :=
  if j = 0 then -2 * ∑ k ∈ Finset.range N, 1 / ((k : ℝ) + 1) ^ 2
  else 2 * (-1) ^ (j + 1) * taper N j / (j : ℝ) ^ 2

/-- The stencil with grid spacing `h` applied to a function `f` at the point `x`. -/
def secondDifference (N : ℕ) (h : ℝ) (f : ℝ → ℝ) (x : ℝ) : ℝ :=
  (weight N 0 * f x + ∑ j ∈ Finset.range N,
    weight N (j + 1) * (f (x + ((j : ℝ) + 1) * h) + f (x - ((j : ℝ) + 1) * h))) / h ^ 2

/-- Alternating even moments of the factorial ratio over the points `1, ..., N`. -/
def moment (N m : ℕ) : ℝ :=
  ∑ j ∈ Finset.range N, 2 * (-1) ^ j * taper N (j + 1) * ((j : ℝ) + 1) ^ (2 * m)

/-- Second derivative of the sinc function `sin(πx)/(πx)` at the grid point `j`,
written as a Fourier integral over the band `|k| ≤ π`. -/
def sincCoupling (j : ℕ) : ℝ :=
  1 / (2 * π) * ∫ k in (-π)..π, -k ^ 2 * Real.cos (k * j)

/-- The factorial ratio equals one at the centre of the stencil. -/
theorem taper_zero (N : ℕ) : taper N 0 = 1 := by
  have h : (N ! : ℝ) ≠ 0 := by positivity
  unfold taper
  rw [if_pos (Nat.zero_le N), Nat.sub_zero, Nat.add_zero]
  field_simp

/-- Recursion of the factorial ratio from one stencil point to the next. -/
theorem taper_succ (N j : ℕ) :
    ((N : ℝ) + j + 1) * taper N (j + 1) = ((N : ℝ) - j) * taper N j := by
  rcases lt_trichotomy j N with h | h | h
  · obtain ⟨d, hd⟩ := Nat.exists_eq_add_of_lt h
    have e1 : ((N - j)! : ℝ) = ((d : ℝ) + 1) * (d ! : ℝ) := by
      rw [show N - j = d + 1 by omega, Nat.factorial_succ]
      push_cast
      ring
    have e2 : N - (j + 1) = d := by omega
    have e3 : ((N + (j + 1))! : ℝ) = ((N : ℝ) + j + 1) * ((N + j)! : ℝ) := by
      rw [show N + (j + 1) = (N + j) + 1 by omega, Nat.factorial_succ]
      push_cast
      ring
    have e4 : (N : ℝ) - j = d + 1 := by
      rw [hd]
      push_cast
      ring
    have p1 : (N : ℝ) + j + 1 ≠ 0 := by positivity
    have p2 : (d : ℝ) + 1 ≠ 0 := by positivity
    unfold taper
    rw [if_pos (show j + 1 ≤ N by omega), if_pos h.le, e1, e2, e3, e4]
    field_simp
  · subst h
    simp [taper]
  · unfold taper
    rw [if_neg (by omega), if_neg (by omega), mul_zero, mul_zero]

/-- Recursion of the factorial ratio when the stencil is widened by one point on each side. -/
theorem taper_step (N j : ℕ) :
    ((N : ℝ) + 1) ^ 2 * taper N j = (((N : ℝ) + 1) ^ 2 - (j : ℝ) ^ 2) * taper (N + 1) j := by
  induction j with
  | zero => simp [taper_zero]
  | succ j ih =>
    have h1 := taper_succ N j
    have h2 := taper_succ (N + 1) j
    have p : (N : ℝ) + j + 1 ≠ 0 := by positivity
    push_cast at h2 ⊢
    apply mul_left_cancel₀ p
    linear_combination ((N : ℝ) + 1) ^ 2 * h1 + ((N : ℝ) - j) * ih
      - ((N : ℝ) + j + 1) * ((N : ℝ) - j) * h2

/-- The zeroth alternating moment of every stencil with `N > 0` is one. -/
theorem moment_zero (N : ℕ) (hN : 0 < N) : moment N 0 = 1 := by
  -- the partial sums telescope
  have key : ∀ k : ℕ, (N : ℝ) * ∑ j ∈ Finset.range k, 2 * (-1) ^ j * taper N (j + 1)
      = N - (-1) ^ k * ((N : ℝ) - k) * taper N k := by
    intro k
    induction k with
    | zero => simp [taper_zero]
    | succ k ih =>
      rw [Finset.sum_range_succ]
      push_cast
      linear_combination ih + (-1) ^ k * taper_succ N k
  have p : (N : ℝ) ≠ 0 := by positivity
  have h := key N
  apply mul_left_cancel₀ p
  simp only [moment, mul_zero, pow_zero, mul_one]
  rw [h]
  ring

/-- The alternating moment `moment N (m + 1)`, which carries the power `2 * (m + 1)`, vanishes
whenever `m + 1 < N`. -/
theorem moment_eq_zero (m N : ℕ) (h : m + 1 < N) : moment N (m + 1) = 0 := by
  -- widening the stencil relates consecutive moments
  have rec_m : ∀ n m : ℕ,
      moment (n + 1) (m + 1) = ((n : ℝ) + 1) ^ 2 * (moment (n + 1) m - moment n m) := by
    intro n m
    have ext : moment n m = ∑ j ∈ Finset.range (n + 1),
        2 * (-1) ^ j * taper n (j + 1) * ((j : ℝ) + 1) ^ (2 * m) := by
      rw [Finset.sum_range_succ]
      simp [moment, taper]
    rw [ext, moment, moment, ← Finset.sum_sub_distrib, Finset.mul_sum]
    refine Finset.sum_congr rfl fun j _ => ?_
    have st := taper_step n (j + 1)
    push_cast at st
    linear_combination (2 * (-1) ^ j * ((j : ℝ) + 1) ^ (2 * m)) * st
  induction m generalizing N with
  | zero =>
    obtain ⟨n, rfl⟩ : ∃ n, N = n + 1 := ⟨N - 1, by omega⟩
    rw [rec_m, moment_zero (n + 1) (by omega), moment_zero n (by omega), sub_self, mul_zero]
  | succ m ih =>
    obtain ⟨n, rfl⟩ : ∃ n, N = n + 1 := ⟨N - 1, by omega⟩
    rw [rec_m, ih (n + 1) (by omega), ih n (by omega), sub_self, mul_zero]

/-- The weights of the whole stencil add up to zero. -/
theorem sum_weight (N : ℕ) :
    weight N 0 + 2 * ∑ j ∈ Finset.range N, weight N (j + 1) = 0 := by
  have key : ∑ j ∈ Finset.range N, weight N (j + 1)
      = ∑ k ∈ Finset.range N, 1 / ((k : ℝ) + 1) ^ 2 := by
    induction N with
    | zero => simp
    | succ n ih =>
      have ext : ∑ j ∈ Finset.range n, weight n (j + 1)
          = ∑ j ∈ Finset.range (n + 1), weight n (j + 1) := by
        rw [Finset.sum_range_succ]
        simp [weight, taper]
      have d : ∑ j ∈ Finset.range (n + 1), weight (n + 1) (j + 1)
          - ∑ j ∈ Finset.range (n + 1), weight n (j + 1)
          = moment (n + 1) 0 / ((n : ℝ) + 1) ^ 2 := by
        rw [moment, Finset.sum_div, ← Finset.sum_sub_distrib]
        refine Finset.sum_congr rfl fun j _ => ?_
        have st := taper_step n (j + 1)
        push_cast at st
        have a0 : (j : ℝ) + 1 ≠ 0 := by positivity
        have b0 : (n : ℝ) + 1 ≠ 0 := by positivity
        have t : taper n (j + 1)
            = (1 - ((j : ℝ) + 1) ^ 2 / ((n : ℝ) + 1) ^ 2) * taper (n + 1) (j + 1) := by
          field_simp
          linear_combination st
        have sg : (-1 : ℝ) ^ (j + 1 + 1) = (-1) ^ j := by ring
        simp only [weight, if_neg (Nat.succ_ne_zero j), Nat.cast_add_one, sg, t,
          mul_zero, pow_zero, mul_one]
        generalize (-1 : ℝ) ^ j = e
        field_simp
        ring
      rw [moment_zero (n + 1) (by omega)] at d
      rw [Finset.sum_range_succ (fun k : ℕ => 1 / ((k : ℝ) + 1) ^ 2), ← ih, ext]
      linarith
  rw [key, weight, if_pos rfl]
  ring

/-- The stencil gives the exact second derivative at `x` of every monomial `(t - x)^k`
of degree at most `2N+1`. -/
theorem secondDifference_monomial (N k : ℕ) (hk : k ≤ 2 * N + 1) {h : ℝ} (hh : h ≠ 0) (x : ℝ) :
    secondDifference N h (fun t => (t - x) ^ k) x = if k = 2 then 2 else 0 := by
  have e1 : ∀ j : ℕ, x + ((j : ℝ) + 1) * h - x = ((j : ℝ) + 1) * h := fun j => by ring
  have e2 : ∀ j : ℕ, x - ((j : ℝ) + 1) * h - x = -(((j : ℝ) + 1) * h) := fun j => by ring
  simp only [secondDifference, e1, e2, sub_self]
  obtain ⟨m, rfl | rfl⟩ := Nat.even_or_odd' k
  · have ev : ∀ y : ℝ, (-y) ^ (2 * m) = y ^ (2 * m) := fun y => by
      rw [pow_mul, neg_sq, ← pow_mul]
    simp only [ev]
    rcases m with _ | m
    · have s : ∑ j ∈ Finset.range N, weight N (j + 1) * ((1 : ℝ) + 1)
          = 2 * ∑ j ∈ Finset.range N, weight N (j + 1) := by
        rw [← Finset.sum_mul]
        ring
      simp only [mul_zero, pow_zero, mul_one]
      rw [s, sum_weight, zero_div, if_neg (by norm_num)]
    · -- even powers reduce to the alternating moments
      have s : ∑ j ∈ Finset.range N, weight N (j + 1) *
          ((((j : ℝ) + 1) * h) ^ (2 * (m + 1)) + (((j : ℝ) + 1) * h) ^ (2 * (m + 1)))
          = 2 * h ^ (2 * (m + 1)) * moment N m := by
        rw [moment, Finset.mul_sum]
        refine Finset.sum_congr rfl fun j _ => ?_
        have a0 : (j : ℝ) + 1 ≠ 0 := by positivity
        have sg : (-1 : ℝ) ^ (j + 1 + 1) = (-1) ^ j := by ring
        have p : ((j : ℝ) + 1) ^ (2 * (m + 1))
            = ((j : ℝ) + 1) ^ (2 * m) * ((j : ℝ) + 1) ^ 2 := by
          rw [← pow_add]
          congr 1
        rw [weight, if_neg (Nat.succ_ne_zero j), Nat.cast_add_one, sg, mul_pow, p]
        generalize ((j : ℝ) + 1) ^ (2 * m) = A
        generalize h ^ (2 * (m + 1)) = B
        generalize (-1 : ℝ) ^ j = e
        field_simp
        ring
      have z0 : (0 : ℝ) ^ (2 * (m + 1)) = 0 := zero_pow (by omega)
      rw [s, z0, mul_zero, zero_add]
      rcases m with _ | m
      · rw [moment_zero N (by omega), if_pos (by norm_num)]
        show 2 * h ^ 2 * 1 / h ^ 2 = 2
        field_simp
      · rw [moment_eq_zero m N (by omega), if_neg (by omega), mul_zero, zero_div]
  · have od : ∀ y : ℝ, (-y) ^ (2 * m + 1) = -y ^ (2 * m + 1) := fun y =>
      Odd.neg_pow ⟨m, rfl⟩ y
    have z0 : (0 : ℝ) ^ (2 * m + 1) = 0 := zero_pow (by omega)
    rw [if_neg (by omega)]
    simp only [od, z0, add_neg_cancel, mul_zero, Finset.sum_const_zero, add_zero, zero_div]

/-- The second derivative of the sinc function is `-π²/3` at the origin and
`2(-1)^(j+1)/j²` at the other grid points. -/
theorem sincCoupling_eq : sincCoupling 0 = -π ^ 2 / 3 ∧
    ∀ j : ℕ, j ≠ 0 → sincCoupling j = 2 * (-1) ^ (j + 1) / (j : ℝ) ^ 2 := by
  have hpi : π ≠ 0 := Real.pi_ne_zero
  constructor
  · have e : ∫ k in (-π)..π, -k ^ 2 * Real.cos (k * (0 : ℕ)) = -(2 * π ^ 3 / 3) := by
      simp only [Nat.cast_zero, mul_zero, Real.cos_zero, mul_one,
        intervalIntegral.integral_neg, integral_pow]
      push_cast
      ring
    rw [sincCoupling, e]
    field_simp
  · intro j hj
    have a0 : (j : ℝ) ≠ 0 := Nat.cast_ne_zero.mpr hj
    -- an explicit antiderivative of the integrand
    have hF : ∀ k : ℝ, HasDerivAt (fun k : ℝ => k ^ 2 * Real.sin (k * j) * (-1 / (j : ℝ))
        + k * Real.cos (k * j) * (-2 / (j : ℝ) ^ 2) + Real.sin (k * j) * (2 / (j : ℝ) ^ 3))
        (-k ^ 2 * Real.cos (k * j)) k := by
      intro k
      have hl : HasDerivAt (fun k : ℝ => k * (j : ℝ)) (j : ℝ) k := by
        simpa using (hasDerivAt_id' k).mul_const (j : ℝ)
      have hp : HasDerivAt (fun k : ℝ => k ^ 2) (2 * k) k := by
        simpa using hasDerivAt_pow 2 k
      have h1 := (hp.fun_mul hl.sin).mul_const (-1 / (j : ℝ))
      have h2 := ((hasDerivAt_id' k).fun_mul hl.cos).mul_const (-2 / (j : ℝ) ^ 2)
      have h3 := hl.sin.mul_const (2 / (j : ℝ) ^ 3)
      refine ((h1.fun_add h2).fun_add h3).congr_deriv ?_
      field_simp
      ring
    have s : Real.sin (π * j) = 0 := by rw [mul_comm]; exact Real.sin_nat_mul_pi j
    have c : Real.cos (π * j) = (-1) ^ j := by rw [mul_comm]; exact Real.cos_nat_mul_pi j
    rw [sincCoupling, intervalIntegral.integral_eq_sub_of_hasDerivAt (fun k _ => hF k)
      (Continuous.intervalIntegrable (by fun_prop) _ _)]
    simp only [neg_mul, Real.sin_neg, Real.cos_neg, s, c, pow_succ (-1 : ℝ) j]
    generalize (-1 : ℝ) ^ j = e
    field_simp
    ring

/-- As the stencil widens, each finite-difference weight tends to its explicit limit,
which is the second derivative of the sinc function at that grid point. -/
theorem weight_tendsto_sinc :
    (∀ j : ℕ, j ≠ 0 →
      Tendsto (fun N => weight N j) atTop (𝓝 (2 * (-1) ^ (j + 1) / (j : ℝ) ^ 2))) ∧
    Tendsto (fun N => weight N 0) atTop (𝓝 (-π ^ 2 / 3)) ∧
    ∀ j : ℕ, Tendsto (fun N => weight N j) atTop (𝓝 (sincCoupling j)) := by
  -- the factorial ratio tends to one at every fixed distance
  have ht : ∀ j : ℕ, Tendsto (fun N => taper N j) atTop (𝓝 1) := by
    intro j
    induction j with
    | zero => simp only [taper_zero]; exact tendsto_const_nhds
    | succ j ih =>
      have hr : Tendsto (fun N : ℕ => (2 * (j : ℝ) + 1) / ((N : ℝ) + ((j : ℝ) + 1)))
          atTop (𝓝 0) :=
        (tendsto_atTop_add_const_right _ _ tendsto_natCast_atTop_atTop).const_div_atTop _
      have hm := ((tendsto_const_nhds (x := (1 : ℝ))).sub hr).mul ih
      rw [sub_zero, mul_one] at hm
      refine hm.congr fun N => ?_
      have p : (N : ℝ) + ((j : ℝ) + 1) ≠ 0 := by positivity
      have h := taper_succ N j
      field_simp
      linear_combination -h
  have h1 : ∀ j : ℕ, j ≠ 0 →
      Tendsto (fun N => weight N j) atTop (𝓝 (2 * (-1) ^ (j + 1) / (j : ℝ) ^ 2)) := by
    intro j hj
    have hm := ((ht j).const_mul (2 * (-1 : ℝ) ^ (j + 1))).div_const ((j : ℝ) ^ 2)
    rw [mul_one] at hm
    refine hm.congr fun N => ?_
    rw [weight, if_neg hj]
  -- the central weight is `-2` times a partial sum of the inverse squares
  have h0 : Tendsto (fun N => weight N 0) atTop (𝓝 (-π ^ 2 / 3)) := by
    have hz := hasSum_zeta_two.tendsto_sum_nat.comp (tendsto_add_atTop_nat 1)
    rw [show -π ^ 2 / 3 = -2 * (π ^ 2 / 6) by ring]
    refine (hz.const_mul (-2)).congr fun N => ?_
    simp [weight, Finset.sum_range_succ']
  refine ⟨h1, h0, fun j => ?_⟩
  by_cases hj : j = 0
  · rw [hj, sincCoupling_eq.1]
    exact h0
  · rw [sincCoupling_eq.2 j hj]
    exact h1 j hj

end

end FiniteDifferenceToSinc
```

```lean
#print axioms FiniteDifferenceToSinc.secondDifference_monomial
-- 'FiniteDifferenceToSinc.secondDifference_monomial' depends on axioms: [propext, Classical.choice, Quot.sound]
#print axioms FiniteDifferenceToSinc.weight_tendsto_sinc
-- 'FiniteDifferenceToSinc.weight_tendsto_sinc' depends on axioms: [propext, Classical.choice, Quot.sound]
```

## Weights, stencil and limit

For $0\le j\le N$ write

$$T_N(j)=\frac{(N!)^2}{(N-j)!\,(N+j)!},$$

and set $T_N(j)=0$ for $j>N$. This is `taper N j`. At unit spacing, `weight N j` is the weight of each point at distance $j$ from the centre:

$$w_N(j)=\frac{2(-1)^{j+1}T_N(j)}{j^2}\quad(j\ge1),\qquad w_N(0)=-2\sum_{k=0}^{N-1}\frac1{(k+1)^2}.$$

The theorem `weight_tendsto_sinc` says that, for fixed $j$ and $N\to\infty$,

$$w_N(j)\to\frac{2(-1)^{j+1}}{j^2}\quad(j\ne0),\qquad w_N(0)\to-\frac{\pi^2}{3}.$$

Its last clause identifies both limits with `sincCoupling j`, which is defined as

$$\frac1{2\pi}\int_{-\pi}^{\pi}-k^2\cos(kj)\,dk .$$

This is the second derivative at $x=j$ of $\sin(\pi x)/(\pi x)=\frac1{2\pi}\int_{-\pi}^{\pi}\cos(kx)\,dk$, obtained by differentiating twice under the integral. The file takes the integral as its definition and does not formalise that differentiation.

For a particle of mass $\mu$ on an infinite one-dimensional grid of spacing $h$, multiplying these limits by $-\hbar^2/(2\mu h^2)$ gives the sinc kinetic-energy matrix elements between points a distance $jh$ apart. The convergence is for each fixed $j$; the theorem gives no rate and makes no claim about operators or energies.

A second theorem, `secondDifference_monomial`, shows that the weights deserve their name. For any real $h\ne0$, the stencil returns the exact second derivative at $x$ of $(t-x)^k$ for every $k\le2N+1$: the value 2 if $k=2$, and 0 otherwise. Since the monomials up to degree $2N$ already impose $2N+1$ independent conditions on $2N+1$ weights, no other weights on these points would do; this uniqueness is a linear-algebra remark added here, not a theorem of the file.

## Why each weight converges

Comparing factorials at neighbouring points gives `taper_succ`:

$$(N+j+1)\,T_N(j+1)=(N-j)\,T_N(j).$$

Hence

$$T_N(j+1)=\left(1-\frac{2j+1}{N+j+1}\right)T_N(j).$$

Since $T_N(0)=1$ and the bracket tends to 1 at fixed $j$, induction on $j$ gives $T_N(j)\to1$. This is `ht` in the main proof, and multiplying by the constant $2(-1)^{j+1}/j^2$ gives the off-centre limit. The central weight is $-2$ times a partial sum of $\sum_{n\ge1}1/n^2=\pi^2/6$, which Mathlib supplies as `hasSum_zeta_two`.

The band integral is evaluated in `sincCoupling_eq`. For $j=0$ it is $\frac1{2\pi}\left(-\frac{2\pi^3}{3}\right)=-\frac{\pi^2}{3}$. For $j\ne0$ an antiderivative of the integrand is

$$F(k)=-\frac{k^2\sin(kj)}{j}-\frac{2k\cos(kj)}{j^2}+\frac{2\sin(kj)}{j^3}.$$

The sines vanish at $k=\pm\pi$ and $\cos(\pi j)=(-1)^j$, so

$$\frac{F(\pi)-F(-\pi)}{2\pi}=-\frac{2(-1)^j}{j^2}=\frac{2(-1)^{j+1}}{j^2}.$$

Lean checks the derivative of $F$ in `hF` and then applies the fundamental theorem of calculus.

## Why the stencil is exact on monomials

Exactness rests on the alternating moments

$$M_N(m)=\sum_{j=0}^{N-1}2(-1)^j\,T_N(j+1)\,(j+1)^{2m},$$

where, as in the code, the summation index $j$ belongs to the grid point $j+1$.

**The zeroth moment.** The partial sums telescope:

$$N\sum_{j=0}^{k-1}2(-1)^jT_N(j+1)=N-(-1)^k(N-k)\,T_N(k).$$

Going from $k$ to $k+1$ requires exactly `taper_succ` at $k$. Setting $k=N$ gives $M_N(0)=1$ for $N>0$.

**The higher moments.** Widening the stencil by one point on each side gives `taper_step`:

$$(N+1)^2T_N(j)=\big((N+1)^2-j^2\big)T_{N+1}(j).$$

By hand this is a ratio of factorials; Lean obtains it by induction on $j$ from `taper_succ`. Taking it at $j+1$, multiplying by $2(-1)^j(j+1)^{2m}$ and summing gives

$$M_{N+1}(m+1)=(N+1)^2\big(M_{N+1}(m)-M_N(m)\big).$$

For $m=0$ and $N\ge1$ the bracket is $1-1=0$. Induction on $m$ then gives $M_N(m+1)=0$ whenever $m+1<N$, which is `moment_eq_zero`.

**The sum of the weights.** The same relation gives, for $j\ge1$,

$$w_{N+1}(j)-w_N(j)=\frac{2(-1)^{j+1}T_{N+1}(j)}{(N+1)^2}.$$

Summed over $j=1,\dots,N+1$, the right-hand side is $M_{N+1}(0)/(N+1)^2=1/(N+1)^2$. The off-centre weights on one side therefore add up to $\sum_{k=0}^{N-1}1/(k+1)^2$, and twice this cancels $w_N(0)$. This is `sum_weight`.

**The monomials.** Odd powers cancel between the two sides of the stencil, and the constant is removed by `sum_weight`. For degree $2(m+1)$ the centre contributes nothing, and the factor $(j+1)^2$ cancels the denominator of the weight, leaving

$$\frac1{h^2}\sum_{j=0}^{N-1}2\,w_N(j+1)\,\big((j+1)h\big)^{2(m+1)}=2h^{2m}M_N(m).$$

The condition $2(m+1)\le2N+1$ means $m<N$, so in particular $N\ge1$. The result is then 2 for $m=0$ and 0 for $1\le m<N$, as required.

## The stencil in a program, and a truncation to avoid

A program can generate the factors $T_N(j)$ for any $N$ from `taper_succ`, starting at $T_N(0)=1$ and multiplying by $(N-j)/(N+j+1)$, without forming large factorials. The off-centre weights follow from these factors, and by `sum_weight` the central weight is minus twice the sum of the weights on one side. For $N=1$ this gives $w_1(0)=-2$ and $w_1(1)=1$; for $N=2$ the weights are $-\tfrac52,\ \tfrac43,\ -\tfrac1{12}$. Each is divided by $h^2$.

Cutting the sinc row off at distance $N$ does not reproduce this stencil. At $N=1$ the cut row is $2,\,-\pi^2/3,\,2$, whose sum is $4-\pi^2/3\neq0$, so it assigns a non-zero second derivative to a constant function. The finite-difference stencil avoids this by multiplying the off-centre entries by $T_N(j)$ and replacing the central entry $-\pi^2/3$ by $w_N(0)$. At the edge of the stencil the factor is $T_N(N)=(N!)^2/(2N)!$, which is at most $\tfrac12$ for $N\ge1$ and tends to 0 as $N$ grows. The limit $T_N(j)\to1$ therefore holds at fixed $j$ and not uniformly across the stencil.
